# Simple mixing in a model metallic cell needs a number of steps quadratic in the cell length

The metal enters only through its linear response: each density wave in the cell has its own dielectric factor, and the waves do not couple. The factor is taken to be the Thomas–Fermi form 1 + k²/q², where k is the inverse screening length. A cell of length Ma, with a the shortest wavelength kept, carries the wavevectors q = 2πm/(Ma), m = 1, …, M. Thus a stays fixed as the cell grows, and with c = ka/(2π) the factor is 1 + c²M²/m².

```lean
import Mathlib

open Filter Topology

namespace MetallicSimpleMixing

noncomputable section
```

Lean's `Fin M` counts from zero, so index j stands for mode m = j + 1:

ε_j = 1 + c²M²/(j + 1)²,  j = 0, …, M − 1.

This formula is a definition in the code; the dielectric function behind it is a physical assumption.

```lean
/-- Dielectric factor `1 + c² M² / m²` of mode `m = j + 1` in a metallic cell with `M` modes. -/
def screening (c : ℝ) (M : ℕ) (j : Fin M) : ℝ :=
  1 + c ^ 2 * (M : ℝ) ^ 2 / (((j : ℕ) : ℝ) + 1) ^ 2
```

Let e_j be the real amplitude of the density error in mode j. To first order, the output density minus the input density is −ε_j e_j. Simple mixing adds a fraction s of this residual:

e_j → e_j − s ε_j e_j = (1 − s ε_j) e_j.

```lean
/-- One step of simple mixing with parameter `s`, acting on the density error of each mode. -/
def mixStep (c : ℝ) (M : ℕ) (s : ℝ) (e : Fin M → ℝ) : Fin M → ℝ :=
  fun j => e j - s * (screening c M j * e j)
```

The slowest mode sets the pace, through the largest factor

W(s) = max_j |1 − s ε_j|.

```lean
/-- The largest absolute value of the error factor per step among the modes, for a cell with
`M ≥ 1`. -/
def worstFactor (c : ℝ) (M : ℕ) (s : ℝ) : ℝ :=
  ⨆ j : Fin M, |1 - s * screening c M j|
```

The best contraction is r_M = inf W(s) over all real s, with no sign or size imposed on s. The infimum is shown below to be a minimum.

```lean
/-- The best contraction factor `r_M` over all real mixing parameters, for `M ≥ 1`. -/
def bestRate (c : ℝ) (M : ℕ) : ℝ := ⨅ s : ℝ, worstFactor c M s
```

Write A = 1 + c² and B = 1 + c²M² for the factors of the shortest and longest wave. Equal and opposite error factors there, 1 − sA = −(1 − sB), give

s₀ = 2/(A + B) = 2/(2 + c² + c²M²).

```lean
/-- The mixing parameter that balances the longest and the shortest wave. -/
def optimalMixing (c : ℝ) (M : ℕ) : ℝ := 2 / (2 + c ^ 2 + c ^ 2 * (M : ℝ) ^ 2)
```

## The two end modes decide the minimum

Since 1 ≤ j + 1 ≤ M, the quotient c²M²/(j + 1)² lies between c² and c²M². Hence A ≤ ε_j ≤ B.

```lean
/-- Every screening factor lies between `1 + c²` and `1 + c² M²`. -/
theorem screening_bounds (c : ℝ) (M : ℕ) (j : Fin M) :
    1 + c ^ 2 ≤ screening c M j ∧ screening c M j ≤ 1 + c ^ 2 * (M : ℝ) ^ 2 := by
  have h1 : (1 : ℝ) ≤ ((j : ℕ) : ℝ) + 1 := by
    have : (0 : ℝ) ≤ ((j : ℕ) : ℝ) := Nat.cast_nonneg _
    linarith
  have h2 : ((j : ℕ) : ℝ) + 1 ≤ (M : ℝ) := by exact_mod_cast j.isLt
  have hx : (0 : ℝ) < (((j : ℕ) : ℝ) + 1) ^ 2 := by positivity
  unfold screening
  constructor
  · have : c ^ 2 ≤ c ^ 2 * (M : ℝ) ^ 2 / (((j : ℕ) : ℝ) + 1) ^ 2 := by
      rw [le_div_iff₀ hx]
      gcongr
    linarith
  · have : c ^ 2 * (M : ℝ) ^ 2 / (((j : ℕ) : ℝ) + 1) ^ 2 ≤ c ^ 2 * (M : ℝ) ^ 2 :=
      div_le_self (by positivity) (one_le_pow₀ h1)
    linarith
```

The denominator of s₀ is positive, so s₀ > 0 and s₀(A + B) = 2.

```lean
/-- The balancing parameter is positive, and its product with `2 + c² + c² M²` is `2`. -/
theorem optimalMixing_spec (c : ℝ) (M : ℕ) : 0 < optimalMixing c M ∧
    optimalMixing c M * (2 + c ^ 2 + c ^ 2 * (M : ℝ) ^ 2) = 2 := by
  have hD : 0 < 2 + c ^ 2 + c ^ 2 * (M : ℝ) ^ 2 := by positivity
  exact ⟨div_pos two_pos hD, div_mul_cancel₀ _ hD.ne'⟩
```

Multiplying the bounds on ε_j by s₀ gives

−(1 − s₀A) = 1 − s₀B ≤ 1 − s₀ε_j ≤ 1 − s₀A.

In the proof `abs_le` splits the absolute value into these two inequalities, and `nlinarith` closes both.

```lean
/-- At the balancing parameter `s₀`, every mode's error factor has absolute value at most
`1 - s₀ (1 + c²)`. -/
theorem factor_le (c : ℝ) (M : ℕ) (j : Fin M) :
    |1 - optimalMixing c M * screening c M j| ≤ 1 - optimalMixing c M * (1 + c ^ 2) := by
  obtain ⟨h0, hs⟩ := optimalMixing_spec c M
  obtain ⟨hl, hu⟩ := screening_bounds c M j
  have h1 := mul_le_mul_of_nonneg_left hl h0.le
  have h2 := mul_le_mul_of_nonneg_left hu h0.le
  rw [abs_le]
  constructor <;> nlinarith
```

So W(s₀) ≤ 1 − s₀A. For the converse, take any s. The end modes, which coincide when M = 1, give

W(s) ≥ sB − 1,  W(s) ≥ 1 − sA.

Weighting these by s₀A and s₀B and adding cancels s:

2W(s) ≥ s₀(B − A) = 2(1 − s₀A).

In the code `first` and `last` evaluate the end modes, and `h3` and `h4` are the weighted inequalities.

```lean
/-- For a cell with at least one mode, the balancing parameter `s₀` attains the minimum of the
worst error factor over all real mixing parameters, and the minimum is `1 - s₀ (1 + c²)`. -/
theorem optimalMixing_minimises (c : ℝ) {M : ℕ} (hM : 0 < M) :
    worstFactor c M (optimalMixing c M) = 1 - optimalMixing c M * (1 + c ^ 2) ∧
    ∀ s, 1 - optimalMixing c M * (1 + c ^ 2) ≤ worstFactor c M s := by
  have : Nonempty (Fin M) := ⟨⟨0, hM⟩⟩
  obtain ⟨h0, hs⟩ := optimalMixing_spec c M
  have lower : ∀ s, 1 - optimalMixing c M * (1 + c ^ 2) ≤ worstFactor c M s := by
    intro s
    have hw : ∀ j : Fin M, |1 - s * screening c M j| ≤ worstFactor c M s := fun j =>
      le_ciSup (f := fun j : Fin M => |1 - s * screening c M j|)
        (Set.finite_range _).bddAbove j
    -- the longest and the shortest wave carry the extreme screening factors
    have first : screening c M ⟨0, hM⟩ = 1 + c ^ 2 * (M : ℝ) ^ 2 := by simp [screening]
    have last : screening c M ⟨M - 1, Nat.sub_lt hM one_pos⟩ = 1 + c ^ 2 := by
      have hc : ((M - 1 : ℕ) : ℝ) + 1 = (M : ℝ) := by
        exact_mod_cast Nat.sub_add_cancel hM
      have hne : (M : ℝ) ^ 2 ≠ 0 := by positivity
      change 1 + c ^ 2 * (M : ℝ) ^ 2 / (((M - 1 : ℕ) : ℝ) + 1) ^ 2 = 1 + c ^ 2
      rw [hc, mul_div_assoc, div_self hne, mul_one]
    have h1 := (neg_le_abs _).trans (hw ⟨0, hM⟩)
    have h2 := (le_abs_self _).trans (hw ⟨M - 1, Nat.sub_lt hM one_pos⟩)
    rw [first] at h1
    rw [last] at h2
    -- a weighted sum of the two bounds eliminates the mixing parameter
    have h3 := mul_le_mul_of_nonneg_left h1
      (show 0 ≤ optimalMixing c M * (1 + c ^ 2) by positivity)
    have h4 := mul_le_mul_of_nonneg_left h2
      (show 0 ≤ optimalMixing c M * (1 + c ^ 2 * (M : ℝ) ^ 2) by positivity)
    have h5 : optimalMixing c M * (2 + c ^ 2 + c ^ 2 * (M : ℝ) ^ 2) * worstFactor c M s
        = 2 * worstFactor c M s := by rw [hs]
    nlinarith
  exact ⟨le_antisymm (ciSup_le (factor_le c M)) (lower _), lower⟩
```

The minimum is therefore r_M = 1 − s₀A, or

1 − r_M = 2(1 + c²)/(2 + c² + c²M²).

`IsLeast` records that the value is attained, which identifies it with the infimum.

```lean
/-- For a cell with at least one mode, `1 - r_M = 2 (1 + c²) / (2 + c² + c² M²)`. -/
theorem one_sub_bestRate (c : ℝ) {M : ℕ} (hM : 0 < M) :
    1 - bestRate c M = 2 * (1 + c ^ 2) / (2 + c ^ 2 + c ^ 2 * (M : ℝ) ^ 2) := by
  obtain ⟨heq, hle⟩ := optimalMixing_minimises c hM
  have hleast : IsLeast (Set.range (worstFactor c M))
      (1 - optimalMixing c M * (1 + c ^ 2)) :=
    ⟨⟨_, heq⟩, by rintro _ ⟨s, rfl⟩; exact hle s⟩
  have h : bestRate c M = 1 - optimalMixing c M * (1 + c ^ 2) := hleast.csInf_eq
  rw [h, optimalMixing]
  ring
```

## The limit for long cells

Multiply by M² and divide numerator and denominator by M²:

M²(1 − r_M) = 2(1 + c²)/((2 + c²)/M² + c²) → 2(1 + c²)/c².

`Tendsto … atTop` is this limit as M → ∞. The proof takes the limit of the right-hand form, then shows that the two forms agree for M > 0.

Some screening is needed. If c = 0, every ε_j is 1, the choice s = 1 removes the error in one step, and M²(1 − r_M) = M² diverges. The sign of c is immaterial, since only c² enters.

```lean
/-- For `c > 0`, the best simple-mixing contraction factor `r_M` satisfies
`M² (1 - r_M) → 2 (1 + c²) / c²` as the metallic cell grows. -/
theorem tendsto_sq_mul_one_sub_bestRate {c : ℝ} (hc : 0 < c) :
    Tendsto (fun M : ℕ => (M : ℝ) ^ 2 * (1 - bestRate c M)) atTop
      (𝓝 (2 * (1 + c ^ 2) / c ^ 2)) := by
  have hinv : Tendsto (fun M : ℕ => ((M : ℝ))⁻¹) atTop (𝓝 0) :=
    tendsto_inv_atTop_zero.comp tendsto_natCast_atTop_atTop
  have hden : Tendsto (fun M : ℕ => (2 + c ^ 2) * ((M : ℝ)⁻¹) ^ 2 + c ^ 2) atTop
      (𝓝 (c ^ 2)) := by
    simpa using ((hinv.pow 2).const_mul (2 + c ^ 2)).add_const (c ^ 2)
  have hlim := (tendsto_const_nhds (x := 2 * (1 + c ^ 2))).div hden (by positivity)
  refine hlim.congr' ?_
  filter_upwards [eventually_gt_atTop 0] with M hM
  have hM' : (M : ℝ) ≠ 0 := by positivity
  have hMi : (M : ℝ) ^ 2 * ((M : ℝ)⁻¹) ^ 2 = 1 := by
    rw [← mul_pow, mul_inv_cancel₀ hM', one_pow]
  have hA : (2 + c ^ 2) * ((M : ℝ)⁻¹) ^ 2 + c ^ 2 ≠ 0 := by positivity
  have hD : 2 + c ^ 2 + c ^ 2 * (M : ℝ) ^ 2 ≠ 0 := by positivity
  change 2 * (1 + c ^ 2) / ((2 + c ^ 2) * ((M : ℝ)⁻¹) ^ 2 + c ^ 2) = _
  rw [one_sub_bestRate c hM, ← mul_div_assoc, div_eq_div_iff hA hD]
  linear_combination (-(2 * (1 + c ^ 2) * (2 + c ^ 2))) * hMi
```

## Counting the steps

The modes evolve independently, so induction on n gives

e_j after n steps = (1 − s ε_j)ⁿ e_j.

```lean
/-- After `n` mixing steps the error of each mode is multiplied by the `n`-th power of its
error factor. -/
theorem mixStep_iterate (c : ℝ) (M : ℕ) (s : ℝ) (e : Fin M → ℝ) (j : Fin M) (n : ℕ) :
    (mixStep c M s)^[n] e j = (1 - s * screening c M j) ^ n * e j := by
  induction n with
  | zero => simp
  | succ n ih =>
    rw [Function.iterate_succ_apply']
    change (mixStep c M s)^[n] e j - s * (screening c M j * (mixStep c M s)^[n] e j) = _
    rw [ih]
    ring
```

Suppose n steps at some fixed s reduce every error to at most a fraction δ of its initial size. Applied to unit amplitude in the slowest mode, this says W(s)ⁿ ≤ δ. Bernoulli's inequality gives

δ ≥ W(s)ⁿ ≥ 1 − n(1 − W(s)) ≥ 1 − n s₀A,

so n ≥ (1 − δ)/(s₀A). The hypothesis `h` covers all initial errors, and the bound is informative for δ < 1.

```lean
/-- In a cell with at least one mode, if `n` steps with some fixed mixing parameter reduce every
error to at most a fraction `δ` of its initial size, then `n` is at least
`(1 - δ) (2 + c² + c² M²) / (2 (1 + c²))`. -/
theorem steps_necessary (c s δ : ℝ) {M : ℕ} (hM : 0 < M) (n : ℕ)
    (h : ∀ (e : Fin M → ℝ) (j : Fin M), |(mixStep c M s)^[n] e j| ≤ δ * |e j|) :
    (1 - δ) * (2 + c ^ 2 + c ^ 2 * (M : ℝ) ^ 2) / (2 * (1 + c ^ 2)) ≤ n := by
  have : Nonempty (Fin M) := ⟨⟨0, hM⟩⟩
  obtain ⟨j, hj⟩ : ∃ j : Fin M, |1 - s * screening c M j| = worstFactor c M s :=
    exists_eq_ciSup_of_finite
  have hp := h (fun _ => 1) j
  simp only [mixStep_iterate, mul_one, abs_one, abs_pow] at hp
  rw [hj] at hp
  have hw : 0 ≤ worstFactor c M s := hj ▸ abs_nonneg _
  -- Bernoulli's inequality bounds the reduction reached in `n` steps
  have hb := one_add_mul_le_pow (show (-2 : ℝ) ≤ worstFactor c M s - 1 by linarith) n
  rw [add_sub_cancel] at hb
  have hm := mul_le_mul_of_nonneg_left ((optimalMixing_minimises c hM).2 s)
    (Nat.cast_nonneg (α := ℝ) n)
  have hA : 1 - δ ≤ n * (optimalMixing c M * (1 + c ^ 2)) := by nlinarith
  have hs := (optimalMixing_spec c M).2
  rw [div_le_iff₀ (by positivity)]
  calc (1 - δ) * (2 + c ^ 2 + c ^ 2 * (M : ℝ) ^ 2)
      ≤ n * (optimalMixing c M * (1 + c ^ 2)) * (2 + c ^ 2 + c ^ 2 * (M : ℝ) ^ 2) :=
        mul_le_mul_of_nonneg_right hA (by positivity)
    _ = n * (2 * (1 + c ^ 2)) := by linear_combination (n * (1 + c ^ 2)) * hs
```

Conversely, at s₀ every factor obeys |1 − s₀ε_j| ≤ 1 − s₀A ≤ exp(−s₀A). After n ≥ log(1/δ)/(s₀A) steps the remaining fraction of each error is at most

exp(−n s₀A) ≤ δ.

For fixed c ≠ 0 and 0 < δ < 1, both step counts grow as M². This is the slow convergence known as charge sloshing in self-consistent calculations on metals, here for a linearised model with uncoupled modes and one fixed mixing parameter. Nonlinear response and schemes that use the iteration history lie beyond the model.

```lean
/-- For `δ > 0`, at the balancing parameter any number of steps from
`log (1/δ) (2 + c² + c² M²) / (2 (1 + c²))` on brings every error to at most `δ` times its initial
size. -/
theorem steps_sufficient (c : ℝ) {δ : ℝ} (hδ : 0 < δ) (M n : ℕ)
    (hn : Real.log (1 / δ) * (2 + c ^ 2 + c ^ 2 * (M : ℝ) ^ 2) / (2 * (1 + c ^ 2)) ≤ n)
    (e : Fin M → ℝ) (j : Fin M) :
    |(mixStep c M (optimalMixing c M))^[n] e j| ≤ δ * |e j| := by
  obtain ⟨h0, hs⟩ := optimalMixing_spec c M
  rw [div_le_iff₀ (by positivity), one_div, Real.log_inv] at hn
  have h1 := mul_le_mul_of_nonneg_right hn h0.le
  have h2 : -Real.log δ * (2 + c ^ 2 + c ^ 2 * (M : ℝ) ^ 2) * optimalMixing c M
      = 2 * -Real.log δ := by linear_combination (-Real.log δ) * hs
  have h3 : (n : ℝ) * (-(optimalMixing c M * (1 + c ^ 2))) ≤ Real.log δ := by nlinarith
  -- the absolute value of each error factor is bounded by an exponential
  have h4 : |1 - optimalMixing c M * screening c M j|
      ≤ Real.exp (-(optimalMixing c M * (1 + c ^ 2))) := by
    have := Real.add_one_le_exp (-(optimalMixing c M * (1 + c ^ 2)))
    linarith [factor_le c M j]
  rw [mixStep_iterate, abs_mul, abs_pow]
  refine mul_le_mul_of_nonneg_right ?_ (abs_nonneg _)
  calc |1 - optimalMixing c M * screening c M j| ^ n
      ≤ Real.exp (-(optimalMixing c M * (1 + c ^ 2))) ^ n :=
        pow_le_pow_left₀ (abs_nonneg _) h4 n
    _ = Real.exp (n * (-(optimalMixing c M * (1 + c ^ 2)))) := (Real.exp_nat_mul _ n).symm
    _ ≤ Real.exp (Real.log δ) := Real.exp_le_exp.mpr h3
    _ = δ := Real.exp_log hδ

end

end MetallicSimpleMixing
```

```lean
#print axioms MetallicSimpleMixing.tendsto_sq_mul_one_sub_bestRate
#print axioms MetallicSimpleMixing.steps_necessary
#print axioms MetallicSimpleMixing.steps_sufficient
```

```
'MetallicSimpleMixing.tendsto_sq_mul_one_sub_bestRate' depends on axioms: [propext, Classical.choice, Quot.sound]
'MetallicSimpleMixing.steps_necessary' depends on axioms: [propext, Classical.choice, Quot.sound]
'MetallicSimpleMixing.steps_sufficient' depends on axioms: [propext, Classical.choice, Quot.sound]
```
